# Two electrons on n decoupled identical one-orbital sites with nonzero repulsion have exactly 3ⁿ − 1 stationary holomorphic RHF orbitals

An SCF calculation started from many different guesses yields a list of stationary solutions, but the list alone does not show that it is complete. A further hundred guesses that find nothing new do not settle the matter, because a missing solution may be one that the iteration rarely reaches or is repelled from. Solving the stationarity equations in full does settle it.

For two electrons on n decoupled identical sites with one orbital each, this can be done in holomorphic RHF, an extension of real RHF to complex amplitudes that is defined below. If the on-site repulsion is nonzero, exactly 3ⁿ − 1 normalised orbitals are stationary in this theory. An orbital and its negative describe the same two-electron state, so there are (3ⁿ − 1)/2 solutions up to overall sign.

## From the energy to sign patterns

Let each site carry one orbital, with the site orbitals orthonormal, and let both electrons occupy the orbital with amplitudes cᵢ. With site energy ε and on-site repulsion U, the holomorphic energy is

E(c) = 2ε Σᵢ cᵢ² + U Σᵢ cᵢ⁴.

Holomorphic RHF writes cᵢ² where the ordinary theory has |cᵢ|². The energy is then a polynomial in complex amplitudes, and it agrees with the ordinary RHF energy when the amplitudes are real. Normalisation likewise reads Σᵢ cᵢ² = 1.

A normalised c is stationary if E has zero derivative along every direction v that preserves the normalisation to first order, that is, with Σᵢ cᵢvᵢ = 0. Differentiating E(c + tv) at t = 0 gives

4ε Σᵢ cᵢvᵢ + 4U Σᵢ cᵢ³vᵢ.

The first sum vanishes for an allowed v, and since U ≠ 0 the second must vanish too. Fix a site i and take vⱼ = δᵢⱼ − cᵢcⱼ, the site vector with its component along c removed. It is allowed, because Σⱼ cⱼvⱼ = cᵢ − cᵢ Σⱼ cⱼ² = 0. The condition Σⱼ cⱼ³vⱼ = 0 becomes

cᵢ³ = λcᵢ, with λ = Σⱼ cⱼ⁴.

Conversely, if cᵢ³ = λcᵢ holds on all sites with a common λ, then Σᵢ cᵢ³vᵢ = λ Σᵢ cᵢvᵢ = 0 for every allowed v. These cubic equations are the Fock equations (ε + Ucᵢ²)cᵢ = (ε + Uλ)cᵢ, so the orbital energy is ε + Uλ.

Each amplitude is therefore zero or has square λ. If k amplitudes are nonzero, normalisation gives

kλ = 1.

Hence k ≥ 1, λ = 1/k, and the nonzero amplitudes are ±1/√k. Although complex amplitudes were allowed, every solution is real. Its energy is 2ε + U/k, a value that the development below does not use.

A stationary orbital is thus a nonzero pattern w of entries 0, 1 and −1, divided by √k, and every such pattern gives a stationary orbital. Different patterns give different orbitals, since c determines k by its number of nonzero entries, and then w = √k c. There are 3ⁿ patterns, of which one is zero, which leaves 3ⁿ − 1. If c is stationary, so is −c, and the two differ because c ≠ 0. Pairing them halves the count.

For n = 2 the orbitals are (±1, 0), (0, ±1) and (±1, ±1)/√2 with independent signs: eight orbitals, or four solutions up to sign.

## Sites, energy and stationarity in Lean

The sites form a finite type `ι`, so n is `Fintype.card ι`, and an orbital is a function `c : ι → ℂ`.

```lean
import Mathlib

open Finset (univ sum_congr mul_sum mem_univ)

namespace HolomorphicRHFSites

noncomputable section

variable {ι : Type*} [Fintype ι]
```

The energy is the polynomial above. A single `ε` and a single `U` serve all sites, which is what makes the sites identical, and the absence of any term linking two sites makes them decoupled. Both parameters may be complex.

```lean
/-- Holomorphic RHF energy of two electrons in the orbital `c` on decoupled sites with
site energy `ε` and on-site repulsion `U`. -/
def energy (ε U : ℂ) (c : ι → ℂ) : ℂ :=
  2 * ε * ∑ i, c i ^ 2 + U * ∑ i, c i ^ 4
```

Stationarity is defined through the derivative of the energy, so the cubic equations remain to be proved. In the closing `0 0` of the definition, the first zero is the value of the derivative and the second is the point t = 0.

```lean
/-- The orbital is normalised without complex conjugation, and the energy has zero derivative
along every direction tangent to the normalisation constraint. -/
def IsStationary (ε U : ℂ) (c : ι → ℂ) : Prop :=
  ∑ i, c i ^ 2 = 1 ∧ ∀ v : ι → ℂ, ∑ i, c i * v i = 0 →
    HasDerivAt (fun t : ℂ => energy ε U (fun i => c i + t * v i)) 0 0
```

The number k of sites with nonzero amplitude is `occupied c`. The word refers to the amplitudes of the one doubly filled orbital, not to a count of electrons.

```lean
/-- The number of sites on which the orbital has nonzero amplitude. -/
def occupied (c : ι → ℂ) : ℕ := (univ.filter fun i => c i ≠ 0).card
```

A solution up to overall sign is the two-element set of `c` and `-c`. Two orbitals count as the same solution exactly when these sets coincide.

```lean
/-- The orbital up to overall sign, as the set of `c` and `-c`. -/
def upToSign (c : ι → ℂ) : Set (ι → ℂ) := {c, -c}
```

## The cubic equations

The first theorem is the derivative computed above. Each amplitude cᵢ + tvᵢ has derivative vᵢ; the power rule is applied for the exponents 2 and 4, and the results are summed over the sites.

```lean
/-- The derivative of the holomorphic energy at `c` in the direction `v`. -/
theorem energy_hasDerivAt (ε U : ℂ) (c v : ι → ℂ) :
    HasDerivAt (fun t : ℂ => energy ε U (fun i => c i + t * v i))
      (4 * ε * ∑ i, c i * v i + 4 * U * ∑ i, c i ^ 3 * v i) 0 := by
  have h : ∀ i, HasDerivAt (fun t : ℂ => c i + t * v i) (v i) 0 := fun i => by
    simpa using ((hasDerivAt_id' (0 : ℂ)).mul_const (v i)).const_add (c i)
  have h2 := (HasDerivAt.fun_sum (u := univ) fun i _ => (h i).fun_pow 2).const_mul (2 * ε)
  have h4 := (HasDerivAt.fun_sum (u := univ) fun i _ => (h i).fun_pow 4).const_mul U
  refine (h2.fun_add h4).congr_deriv ?_
  simp only [mul_sum, ← Finset.sum_add_distrib]
  refine sum_congr rfl fun i _ => ?_
  simp only [Nat.reduceSub, Nat.cast_ofNat]
  ring
```

The equivalence with the cubic equations follows, with λ written `l`. In the forward direction, `key` evaluates the sum of any site function `p` against the projected site vector. Taking `p` as c shows that the vector is an allowed direction, and taking `p` as c³ gives the quartic sum that serves as the multiplier. The derivative is zero by stationarity and is also given by the formula just proved, so uniqueness of the derivative equates the two, and 4U is cancelled. The reverse direction pulls `l` out of the sum.

```lean
/-- For nonzero repulsion, an orbital is stationary exactly when it is normalised and
satisfies `c i ^ 3 = l * c i` on all sites with a common complex multiplier `l`. -/
theorem stationary_iff {ε U : ℂ} (hU : U ≠ 0) (c : ι → ℂ) :
    IsStationary ε U c ↔ ∑ i, c i ^ 2 = 1 ∧ ∃ l : ℂ, ∀ i, c i ^ 3 = l * c i := by
  classical
  constructor
  · rintro ⟨hn, hs⟩
    refine ⟨hn, ∑ j, c j ^ 4, fun i => ?_⟩
    -- test with the site vector projected onto the tangent space
    have key : ∀ p : ι → ℂ, ∑ j, p j * ((if j = i then (1 : ℂ) else 0) - c i * c j)
        = p i - c i * ∑ j, p j * c j := by
      intro p
      simp only [mul_sub, Finset.sum_sub_distrib, mul_sum]
      congr 1
      · simp
      · exact sum_congr rfl fun j _ => by ring
    have h2 : ∑ j, c j * c j = 1 := by
      rw [← hn]
      exact sum_congr rfl fun j _ => by ring
    have h4 : ∑ j, c j ^ 3 * c j = ∑ j, c j ^ 4 := sum_congr rfl fun j _ => by ring
    have ht : ∑ j, c j * ((if j = i then (1 : ℂ) else 0) - c i * c j) = 0 := by
      rw [key c, h2]
      ring
    have hk := key (fun j => c j ^ 3)
    beta_reduce at hk
    have hd := (hs _ ht).unique (energy_hasDerivAt ε U c _)
    rw [ht, hk, h4] at hd
    apply mul_left_cancel₀ (show 4 * U ≠ 0 by simpa using hU)
    linear_combination -hd
  · rintro ⟨hn, l, hl⟩
    refine ⟨hn, fun v hv => (energy_hasDerivAt ε U c v).congr_deriv ?_⟩
    have h3 : ∑ i, c i ^ 3 * v i = l * ∑ i, c i * v i := by
      rw [mul_sum]
      exact sum_congr rfl fun i _ => by rw [hl i]; ring
    rw [h3, hv]
    ring
```

The assumption U ≠ 0 is used only in that cancellation. For U = 0 the energy is constant on normalised orbitals, so all of them are stationary, and for n ≥ 2 there are infinitely many.

## Amplitudes fixed by the number of occupied sites

The next lemma states that Σᵢ cᵢ² = kλ whenever the cubic equations hold. It does not assume normalisation, so it also applies to the unnormalised patterns w, which satisfy the equations with multiplier 1.

```lean
/-- If the cubic equations hold with multiplier `l`, the squared amplitudes add up to `l`
times the number of occupied sites. -/
theorem sum_sq_eq {c : ι → ℂ} {l : ℂ} (hl : ∀ i, c i ^ 3 = l * c i) :
    ∑ i, c i ^ 2 = (occupied c : ℂ) * l := by
  have h2 : ∀ i, c i ^ 2 = if c i ≠ 0 then l else 0 := by
    intro i
    by_cases h : c i = 0
    · simp [h]
    · rw [if_pos h]
      exact mul_right_cancel₀ h (by linear_combination hl i)
  rw [sum_congr rfl fun i _ => h2 i, ← Finset.sum_filter, Finset.sum_const,
    nsmul_eq_mul, occupied]
```

For a stationary orbital the sum is 1, which gives k cᵢ² = 1 on every occupied site. This is the statement that the nonzero amplitudes are ±1/√k.

```lean
/-- For nonzero repulsion, each nonzero amplitude of a stationary orbital squares to one over
the number of occupied sites. -/
theorem amplitude_sq {ε U : ℂ} (hU : U ≠ 0) {c : ι → ℂ} (hc : IsStationary ε U c)
    {i : ι} (hi : c i ≠ 0) : (occupied c : ℂ) * c i ^ 2 = 1 := by
  obtain ⟨hn, l, hl⟩ := (stationary_iff hU c).mp hc
  have h : c i ^ 2 = l := mul_right_cancel₀ hi (by linear_combination hl i)
  rw [h]
  exact (sum_sq_eq hl).symm.trans hn
```

## Counting the orbitals

The count is stated together with finiteness, because `ncard` assigns the value 0 to an infinite set.

In the proof, `g` picks a complex square root of each number, and `F` is the set of nonzero patterns. The step `h3` identifies 0, 1 and −1 as the solutions of z³ = z, and `hF` describes `F` by the cubic equations with multiplier 1 and a nonzero sum of squares. The step `hset` shows that the stationary orbitals are exactly the patterns divided by `g` of that sum, which is the division by √k. Either root will do, since the negative of a pattern is again a pattern. Distinctness is `hinj`: equal orbitals have equal numbers of occupied sites, hence equal divisors, hence equal patterns. The last lines count the patterns.

```lean
/-- For nonzero repulsion, the stationary holomorphic RHF orbitals on `n` decoupled identical
sites are finite in number, and there are exactly `3 ^ n - 1` of them. -/
theorem card_stationary {ε U : ℂ} (hU : U ≠ 0) :
    {c : ι → ℂ | IsStationary ε U c}.Finite ∧
      {c : ι → ℂ | IsStationary ε U c}.ncard = 3 ^ Fintype.card ι - 1 := by
  classical
  choose g hg using fun z : ℂ => IsAlgClosed.exists_pow_nat_eq z (n := 2) two_pos
  have hg0 : ∀ z, z ≠ 0 → g z ≠ 0 := fun z hz h => hz (by simpa [h] using (hg z).symm)
  -- nonzero patterns with entries 0, 1, -1
  obtain ⟨F, hFd⟩ : ∃ F : Finset (ι → ℂ),
    F = (Fintype.piFinset fun _ => ({0, 1, -1} : Finset ℂ)).erase 0 := ⟨_, rfl⟩
  have h3 : ∀ z : ℂ, z ∈ ({0, 1, -1} : Finset ℂ) ↔ z ^ 3 = 1 * z := by
    intro z
    simp only [Finset.mem_insert, Finset.mem_singleton]
    constructor
    · rintro (rfl | rfl | rfl) <;> norm_num
    · intro h
      have hz : z * ((z - 1) * (z + 1)) = 0 := by linear_combination h
      rcases mul_eq_zero.mp hz with h | h
      · exact Or.inl h
      rcases mul_eq_zero.mp h with h | h
      · exact Or.inr (Or.inl (sub_eq_zero.mp h))
      · exact Or.inr (Or.inr (eq_neg_of_add_eq_zero_left h))
  have hF : ∀ w, w ∈ F ↔ (∀ i, w i ^ 3 = 1 * w i) ∧ ∑ i, w i ^ 2 ≠ 0 := by
    intro w
    rw [hFd, Finset.mem_erase, Fintype.mem_piFinset, and_comm]
    simp only [h3]
    refine and_congr_right fun hw => not_congr ⟨fun h => by simp [h], fun h => ?_⟩
    rw [sum_sq_eq hw, mul_one, Nat.cast_eq_zero, occupied, Finset.card_eq_zero,
      Finset.filter_eq_empty_iff] at h
    funext i
    by_contra hi
    exact h (mem_univ i) hi
  -- normalising the patterns gives all stationary orbitals
  have hset : {c : ι → ℂ | IsStationary ε U c}
      = (fun (w : ι → ℂ) i => w i / g (∑ j, w j ^ 2)) '' (F : Set (ι → ℂ)) := by
    ext c
    rw [Set.mem_ofPred_eq, stationary_iff hU]
    constructor
    · rintro ⟨hn, l, hl⟩
      have hk : (occupied c : ℂ) * l = 1 := (sum_sq_eq hl).symm.trans hn
      generalize (occupied c : ℂ) = q at hk
      have hq : q ≠ 0 := left_ne_zero_of_mul_eq_one hk
      have hs : ∑ i, (c i * g q) ^ 2 = q := by
        simp only [mul_pow, ← Finset.sum_mul, hn, hg, one_mul]
      refine ⟨fun i => c i * g q, (hF _).mpr ⟨fun i => ?_, by rw [hs]; exact hq⟩, ?_⟩
      · linear_combination g q ^ 3 * hl i + l * c i * g q * hg q + c i * g q * hk
      · funext i
        beta_reduce
        rw [hs, mul_div_cancel_right₀ _ (hg0 q hq)]
    · rintro ⟨w, hw, rfl⟩
      obtain ⟨hw3, hq⟩ := (hF w).mp hw
      refine ⟨?_, 1 / ∑ j, w j ^ 2, fun i => ?_⟩
      · simp only [div_pow, hg, ← Finset.sum_div]
        exact div_self hq
      · beta_reduce
        rw [div_pow, hw3 i, pow_succ, hg]
        ring
  have hocc : ∀ w ∈ F, ∑ i, w i ^ 2
      = (occupied (fun i => w i / g (∑ j, w j ^ 2)) : ℂ) := by
    intro w hw
    obtain ⟨hw3, hq⟩ := (hF w).mp hw
    have h : occupied (fun i => w i / g (∑ j, w j ^ 2)) = occupied w := by
      simp [occupied, hg0 _ hq]
    rw [h, sum_sq_eq hw3, mul_one]
  have hinj : Set.InjOn (fun (w : ι → ℂ) i => w i / g (∑ j, w j ^ 2)) (F : Set (ι → ℂ)) := by
    intro w hw v hv h
    have hs : ∑ i, w i ^ 2 = ∑ i, v i ^ 2 := (hocc w hw).trans
      ((congrArg (fun c => (occupied c : ℂ)) h).trans (hocc v hv).symm)
    funext i
    have hi := congrFun h i
    beta_reduce at hi
    rw [hs] at hi
    exact (div_left_inj' (hg0 _ ((hF v).mp hv).2)).mp hi
  have h01 : ({0, 1, -1} : Finset ℂ).card = 3 :=
    Finset.card_eq_three.mpr ⟨0, 1, -1, by norm_num, by norm_num, by norm_num, rfl⟩
  have hFc : (F : Set (ι → ℂ)).ncard = F.card := by simp
  rw [hset]
  refine ⟨F.finite_toSet.image _, ?_⟩
  rw [hinj.ncard_image, hFc, hFd, Finset.card_erase_of_mem (by simp),
    Fintype.card_piFinset, Finset.prod_const, Finset.card_univ, h01]
```

## Counting up to overall sign

The final theorem says that twice the number of solutions is 3ⁿ − 1, which avoids a division of natural numbers. The proof groups the stationary orbitals by their sign class. Here `hneg` shows that −c is stationary, `hne` that it differs from c, and `hpair` that the class of c contains these two orbitals and no others. Summing two over all classes recovers the previous count.

```lean
/-- For nonzero repulsion, there are `(3 ^ n - 1) / 2` stationary orbitals on `n` sites up to
overall sign. -/
theorem card_upToSign {ε U : ℂ} (hU : U ≠ 0) :
    2 * (upToSign '' {c : ι → ℂ | IsStationary ε U c}).ncard
      = 3 ^ Fintype.card ι - 1 := by
  classical
  obtain ⟨hfin, hcount⟩ := card_stationary (ι := ι) (ε := ε) hU
  rw [Set.ncard_eq_toFinset_card _ hfin] at hcount
  have himg : (upToSign '' {c : ι → ℂ | IsStationary ε U c}).ncard
      = (hfin.toFinset.image upToSign).card := by
    rw [Set.ncard_eq_toFinset_card _ (hfin.image upToSign)]
    congr 1
    ext b
    simp
  -- each class contains exactly two stationary orbitals
  have hf : ∀ b ∈ hfin.toFinset.image upToSign,
      (hfin.toFinset.filter fun a => upToSign a = b).card = 2 := by
    intro b hb
    obtain ⟨c, hc, rfl⟩ := Finset.mem_image.mp hb
    have hc' : IsStationary ε U c := hfin.mem_toFinset.mp hc
    have hneg : IsStationary ε U (-c) := by
      obtain ⟨hn, l, hl⟩ := (stationary_iff hU c).mp hc'
      refine (stationary_iff hU _).mpr ⟨by simpa using hn, l, fun i => ?_⟩
      rw [Pi.neg_apply]
      linear_combination -hl i
    have hne : c ≠ -c := by
      intro h
      have hz : ∀ i, c i = 0 := fun i => by
        have hi : c i = -c i := congrFun h i
        linear_combination hi / 2
      have hn := hc'.1
      simp [hz] at hn
    have hpair : (hfin.toFinset.filter fun a => upToSign a = upToSign c) = {c, -c} := by
      ext d
      rw [Finset.mem_filter, hfin.mem_toFinset, Finset.mem_insert, Finset.mem_singleton]
      constructor
      · rintro ⟨-, h⟩
        have hd : d ∈ upToSign c := h ▸ Set.mem_insert d {-d}
        exact hd
      · rintro (h | h)
        · rw [h]; exact ⟨hc', rfl⟩
        · rw [h]; exact ⟨hneg, by simp [upToSign, Set.pair_comm]⟩
    rw [hpair, Finset.card_pair hne]
  rw [himg, ← hcount, Finset.card_eq_sum_card_image upToSign hfin.toFinset,
    Finset.sum_const_nat hf, mul_comm]

end

end HolomorphicRHFSites
```

```lean
#print axioms HolomorphicRHFSites.amplitude_sq
-- 'HolomorphicRHFSites.amplitude_sq' depends on axioms: [propext, Classical.choice, Quot.sound]
#print axioms HolomorphicRHFSites.card_stationary
-- 'HolomorphicRHFSites.card_stationary' depends on axioms: [propext, Classical.choice, Quot.sound]
#print axioms HolomorphicRHFSites.card_upToSign
-- 'HolomorphicRHFSites.card_upToSign' depends on axioms: [propext, Classical.choice, Quot.sound]
```

## What the count says about SCF searches

For two electrons on decoupled identical sites with one orbital each and nonzero repulsion, the results above supply the complete list of holomorphic RHF solutions. All of them are real, so for real ε and U a search over real RHF orbitals can be compared with the same list. The list does not cover UHF, nor ordinary RHF with complex orbitals, where the energy depends only on |cᵢ|² and the relative phases of the nonzero amplitudes are free. The theorems do not say which solutions are minima or which of them a given mixing scheme will reach. In a molecule at finite bond lengths electrons also hop between sites and repel each other across sites, and following the solutions as these couplings are switched on is a separate step that needs its own argument.
